# Each root z of a quadratic projection with independent trial vectors has an eigenvalue of the Hermitian matrix within |Im z| of Re z

The Hamiltonian here is a finite Hermitian matrix $H$. It stands in for a Dirac operator with a Coulomb potential, which is unbounded and has two continua with a gap between them. The trial vectors are the columns of a second matrix $V$, usually far fewer than the dimension of $H$. The quadratic method squares the full shifted matrix $H-z$ first and projects onto the trial space afterwards. Its roots are the complex numbers $z$ with

$$\det\big(V^\dagger (H-z)^2 V\big)=0 .$$

If the columns of $V$ are linearly independent, every root comes with an eigenvalue $E$ of $H$ satisfying $|E-\mathrm{Re}\,z|\le|\mathrm{Im}\,z|$. An ordinary Ritz value is instead a root of $\det\big(V^\dagger(H-z)V\big)=0$. In four-component electronic structure the one-electron bound levels lie in the gap, where a Ritz value can appear far from any level. In the finite matrix model, a quadratic root carries a bound on the distance from its own real part to the nearest level.

## Levels and the quadratic pencil

In Lean 4 with Mathlib:

```lean
import Mathlib

open Matrix
open scoped ComplexOrder

namespace QuadraticProjection

noncomputable section

variable {n k : Type*} [Fintype n] [DecidableEq n] [Fintype k] [DecidableEq k]
```

The types `n` and `k` are finite index sets, one labelling the basis in which $H$ is written and the other labelling the trial vectors.

```lean
/-- The real number `E` is an energy level of `H`: some nonzero state satisfies `H v = E v`. -/
def IsEnergyLevel (H : Matrix n n ℂ) (E : ℝ) : Prop :=
  ∃ v : n → ℂ, v ≠ 0 ∧ H *ᵥ v = (E : ℂ) • v
```

A real number $E$ is an energy level if $Hv=Ev$ for some $v\neq0$. The symbol `*ᵥ` applies a matrix to a vector, and `(E : ℂ)` is the real number $E$ regarded as complex.

```lean
/-- The quadratic pencil `V† (H - z)² V`, the square of the shifted Hamiltonian compressed
to the trial vectors that form the columns of `V`. -/
def quadPencil (H : Matrix n n ℂ) (V : Matrix n k ℂ) (z : ℂ) : Matrix k k ℂ :=
  Vᴴ * (H - z • (1 : Matrix n n ℂ)) ^ 2 * V
```

This is $V^\dagger(H-z)^2V$, with `ᴴ` for the Hermitian conjugate. It is a $k\times k$ matrix that depends quadratically on $z$.

## Spectral weights of a trial state

```lean
/-- The `i`-th vector of an orthonormal eigenbasis of the Hermitian matrix `H`. -/
def eigvec {H : Matrix n n ℂ} (hH : H.IsHermitian) (i : n) : n → ℂ :=
  WithLp.ofLp (hH.eigenvectorBasis i)
```

Mathlib supplies an orthonormal eigenbasis for a Hermitian matrix. Call its vectors $e_i$ and their eigenvalues $E_i$, written `hH.eigenvalues i`. The argument `hH` is the proof that $H$ is Hermitian.

```lean
/-- The amplitude of the state `x` on the `i`-th eigenvector of `H`. -/
def amp {H : Matrix n n ℂ} (hH : H.IsHermitian) (x : n → ℂ) (i : n) : ℂ :=
  star (eigvec hH i) ⬝ᵥ x
```

The amplitude is $\alpha_i(x)=e_i^\dagger x$. The symbol `⬝ᵥ` is a plain sum of products, so the complex conjugation is written out as `star`.

```lean
/-- The spectral weight of the state `x` on the `i`-th eigenvector of `H`. -/
def weight {H : Matrix n n ℂ} (hH : H.IsHermitian) (x : n → ℂ) (i : n) : ℝ :=
  Complex.normSq (amp hH x i)
```

The weight is $w_i=|\alpha_i(x)|^2$. The state $x$ is not normalised, so the probabilities are $w_i/\sum_j w_j$.

```lean
/-- The shifted Hamiltonian acts as `(H - z) x = H x - z x`. -/
theorem shift_mulVec (H : Matrix n n ℂ) (z : ℂ) (x : n → ℂ) :
    (H - z • (1 : Matrix n n ℂ)) *ᵥ x = H *ᵥ x - z • x := by
  simp [Matrix.sub_mulVec, Matrix.smul_mulVec]
```

This is $(H-z)x=Hx-zx$, used below to pass between the two forms.

```lean
/-- Each vector of the eigenbasis is a nonzero eigenvector for its eigenvalue. -/
theorem eigvec_spec {H : Matrix n n ℂ} (hH : H.IsHermitian) (i : n) :
    eigvec hH i ≠ 0 ∧ H *ᵥ eigvec hH i = (hH.eigenvalues i : ℂ) • eigvec hH i := by
  refine ⟨fun h => hH.eigenvectorBasis.orthonormal.ne_zero i ?_, ?_⟩
  · ext j
    exact congrFun h j
  · refine (hH.mulVec_eigenvectorBasis i).trans ?_
    ext j
    simp [eigvec]
```

Each $e_i$ is nonzero and satisfies $He_i=E_ie_i$, so each $E_i$ is an energy level in the sense defined above.

```lean
/-- For Hermitian `H`, applying `H - z` multiplies each spectral amplitude by `Eᵢ - z`. -/
theorem amp_shift {H : Matrix n n ℂ} (hH : H.IsHermitian) (z : ℂ) (x : n → ℂ) (i : n) :
    amp hH ((H - z • (1 : Matrix n n ℂ)) *ᵥ x) i
      = ((hH.eigenvalues i : ℂ) - z) * amp hH x i := by
  -- H acts to the left on the bra of an eigenvector
  have h := congrArg star (eigvec_spec hH i).2
  rw [Matrix.star_mulVec, hH.eq, star_smul, Complex.star_def, Complex.conj_ofReal] at h
  rw [shift_mulVec, amp, amp, dotProduct_sub, Matrix.dotProduct_mulVec, h, smul_dotProduct,
    dotProduct_smul, smul_eq_mul, smul_eq_mul]
  ring
```

Since $H$ is Hermitian and $E_i$ is real, $e_i^\dagger H=(He_i)^\dagger=E_ie_i^\dagger$. Therefore

$$e_i^\dagger(H-z)x=(E_i-z)\,e_i^\dagger x .$$

In the proof, `h` is the first of these relations. The `rw` steps substitute it, and `ring` collects the factors.

```lean
/-- For Hermitian `H`, the overlap `x† y` is the sum over the eigenbasis of the complex conjugate of
the amplitude of `x` times the amplitude of `y`. -/
theorem parseval {H : Matrix n n ℂ} (hH : H.IsHermitian) (x y : n → ℂ) :
    star x ⬝ᵥ y = ∑ i, star (amp hH x i) * amp hH y i := by
  have h := hH.eigenvectorBasis.sum_inner_mul_inner (WithLp.toLp 2 x) (WithLp.toLp 2 y)
  simp only [EuclideanSpace.inner_eq_star_dotProduct] at h
  rw [dotProduct_comm (star x) y, ← h]
  refine Finset.sum_congr rfl fun i _ => ?_
  rw [amp, amp, ← Matrix.star_dotProduct, dotProduct_comm (star x),
    dotProduct_comm (star (eigvec hH i)) y]
  rfl
```

Inserting the complete set $\sum_i e_ie_i^\dagger=1$ gives $x^\dagger y=\sum_i\alpha_i(x)^*\alpha_i(y)$. Mathlib's `sum_inner_mul_inner` is this identity, and the remaining lines match its notation to ours.

## From a singular pencil to a level in an interval

```lean
/-- If the quadratic pencil is singular at `z` and `V` is injective, some nonzero trial state
`x = V u` satisfies `x† (H - z)² x = 0`. -/
theorem exists_trial_of_root (H : Matrix n n ℂ) {V : Matrix n k ℂ}
    (hV : Function.Injective V.mulVec) {z : ℂ} (hz : (quadPencil H V z).det = 0) :
    ∃ u : k → ℂ, V *ᵥ u ≠ 0 ∧
      star (V *ᵥ u) ⬝ᵥ ((H - z • (1 : Matrix n n ℂ)) ^ 2 *ᵥ (V *ᵥ u)) = 0 := by
  obtain ⟨u, hu, h⟩ := Matrix.exists_mulVec_eq_zero_iff.mpr hz
  refine ⟨u, fun h0 => hu (hV (h0.trans (Matrix.mulVec_zero V).symm)), ?_⟩
  rw [quadPencil] at h
  rw [Matrix.star_mulVec, ← Matrix.dotProduct_mulVec, Matrix.mulVec_mulVec,
    Matrix.mulVec_mulVec, h, dotProduct_zero]
```

A theorem lists its hypotheses in brackets, and the first colon outside the brackets introduces the conclusion. Here the determinant vanishes, so some $u\neq0$ satisfies $V^\dagger(H-z)^2Vu=0$. Multiply from the left by $u^\dagger$ and set $x=Vu$:

$$x^\dagger(H-z)^2x=0 .$$

Injectivity of $V$ gives $x\neq0$. If instead some nonzero $u$ had $Vu=0$, the pencil would be singular at every $z$, and a root would say nothing about $H$.

```lean
/-- Let `H` be Hermitian and `V` injective. If a root `z` of the quadratic pencil lies in the
closed disc with diameter `[a, b]`, then `H` has an energy level in `[a, b]`. -/
theorem level_in_interval {H : Matrix n n ℂ} (hH : H.IsHermitian) {V : Matrix n k ℂ}
    (hV : Function.Injective V.mulVec) {z : ℂ} (hz : (quadPencil H V z).det = 0)
    {a b : ℝ} (hab : a ≤ b) (hdisc : (z.re - a) * (z.re - b) + z.im ^ 2 ≤ 0) :
    ∃ E : ℝ, IsEnergyLevel H E ∧ a ≤ E ∧ E ≤ b := by
  obtain ⟨u, hx, h0⟩ := exists_trial_of_root H hV hz
  generalize V *ᵥ u = x at hx h0
  -- the root condition as a sum over the spectrum
  have hs : ∑ i, (weight hH x i : ℂ) * ((hH.eigenvalues i : ℂ) - z) ^ 2 = 0 := by
    rw [parseval hH, pow_two, ← Matrix.mulVec_mulVec] at h0
    refine (Finset.sum_congr rfl fun i _ => ?_).trans h0
    rw [amp_shift, amp_shift, weight, ← Complex.mul_conj, Complex.star_def]
    ring
  have hre : ∑ i, weight hH x i * ((hH.eigenvalues i - z.re) ^ 2 - z.im ^ 2) = 0 := by
    have h := congrArg Complex.re hs
    rw [Complex.re_sum, Complex.zero_re] at h
    refine (Finset.sum_congr rfl fun i _ => ?_).trans h
    simp only [pow_two, Complex.mul_re, Complex.mul_im, Complex.sub_re, Complex.sub_im,
      Complex.ofReal_re, Complex.ofReal_im]
    ring
  have him : (-2 * z.im) * ∑ i, weight hH x i * (hH.eigenvalues i - z.re) = 0 := by
    have h := congrArg Complex.im hs
    rw [Complex.im_sum, Complex.zero_im] at h
    rw [Finset.mul_sum]
    refine (Finset.sum_congr rfl fun i _ => ?_).trans h
    simp only [pow_two, Complex.mul_re, Complex.mul_im, Complex.sub_re, Complex.sub_im,
      Complex.ofReal_re, Complex.ofReal_im]
    ring
  have hw : ∀ i, 0 ≤ weight hH x i := fun i => Complex.normSq_nonneg _
  obtain ⟨j, hj⟩ : ∃ j, 0 < weight hH x j := by
    by_contra hno
    have hamp : ∀ i, amp hH x i = 0 := fun i => by
      by_contra hi
      exact hno ⟨i, Complex.normSq_pos.mpr hi⟩
    exact hx (dotProduct_star_self_eq_zero.mp (by rw [parseval hH]; simp [hamp]))
  by_contra hno
  -- without a level in [a, b] the product (E - a)(E - b) is positive on the spectrum
  have hpos : ∀ i, 0 < (hH.eigenvalues i - a) * (hH.eigenvalues i - b) := fun i => by
    rcases lt_or_ge (hH.eigenvalues i) a with h | h
    · exact mul_pos_of_neg_of_neg (by linarith) (by linarith)
    · rcases lt_or_ge b (hH.eigenvalues i) with h' | h'
      · exact mul_pos (by linarith) (by linarith)
      · exact absurd ⟨_, ⟨_, eigvec_spec hH i⟩, h, h'⟩ hno
  by_cases him0 : z.im = 0
  · -- a real root is itself a level
    have hre' : ∑ i, weight hH x i * (hH.eigenvalues i - z.re) ^ 2 = 0 := by
      simpa only [him0, ne_eq, OfNat.ofNat_ne_zero, not_false_eq_true, zero_pow,
        sub_zero] using hre
    have hterm := (Finset.sum_eq_zero_iff_of_nonneg
      (fun i _ => mul_nonneg (hw i) (sq_nonneg _))).mp hre' j (Finset.mem_univ j)
    have hsq := (mul_eq_zero.mp hterm).resolve_left hj.ne'
    have hE : hH.eigenvalues j = z.re := sub_eq_zero.mp (pow_eq_zero_iff two_ne_zero |>.mp hsq)
    have hp := hpos j
    rw [hE] at hp
    linarith [sq_nonneg z.im]
  · -- otherwise Re z is the mean energy, and the second moment gives the contradiction
    have hmean := (mul_eq_zero.mp him).resolve_left (mul_ne_zero (by norm_num) him0)
    have hsum : 0 < ∑ i, weight hH x i *
        ((hH.eigenvalues i - a) * (hH.eigenvalues i - b)) :=
      Finset.sum_pos' (fun i _ => mul_nonneg (hw i) (hpos i).le)
        ⟨j, Finset.mem_univ j, mul_pos hj (hpos j)⟩
    have key : ∑ i, weight hH x i * ((hH.eigenvalues i - a) * (hH.eigenvalues i - b))
        = ∑ i, weight hH x i * ((hH.eigenvalues i - z.re) ^ 2 - z.im ^ 2)
          + (2 * z.re - a - b) * ∑ i, weight hH x i * (hH.eigenvalues i - z.re)
          + ((z.re - a) * (z.re - b) + z.im ^ 2) * ∑ i, weight hH x i := by
      rw [Finset.mul_sum, Finset.mul_sum, ← Finset.sum_add_distrib, ← Finset.sum_add_distrib]
      exact Finset.sum_congr rfl fun i _ => by ring
    rw [hre, hmean, mul_zero, zero_add, zero_add] at key
    have hle := mul_nonpos_of_nonpos_of_nonneg hdisc
      (Finset.sum_nonneg fun i (_ : i ∈ Finset.univ) => hw i)
    linarith
```

The hypothesis `hdisc` says that $z$ lies in the closed disc with diameter $[a,b]$. Write $r=\mathrm{Re}\,z$ and $s=\mathrm{Im}\,z$. Expanding the state $x$ in eigenvectors, with one factor $E_i-z$ from each application of $H-z$, gives

$$\sum_i w_i(E_i-z)^2=0 .$$

This is `hs`. Its real and imaginary parts are `hre` and `him`:

$$\sum_i w_i\big[(E_i-r)^2-s^2\big]=0,\qquad -2s\sum_i w_i(E_i-r)=0 .$$

The weights are nonnegative, and some $w_j$ is positive because $x\neq0$.

Now suppose that $[a,b]$ contains no level; this is the second `by_contra hno`. Every $E_i$ lies below $a$ or above $b$, so $(E_i-a)(E_i-b)>0$, which is `hpos`.

If $s=0$, the real part reads $\sum_i w_i(E_i-r)^2=0$. Every term vanishes, so $E_j=r$. But the disc condition is then $(r-a)(r-b)\le0$, which contradicts `hpos` at $j$.

If $s\neq0$, the imaginary part gives $\sum_i w_i(E_i-r)=0$, named `hmean`. For each $i$,

$$(E_i-a)(E_i-b)=\big[(E_i-r)^2-s^2\big]+(2r-a-b)(E_i-r)+\big[(r-a)(r-b)+s^2\big].$$

Multiply by $w_i$ and sum, as in `key`. The first two terms on the right vanish, leaving

$$\sum_i w_i(E_i-a)(E_i-b)=\big[(r-a)(r-b)+s^2\big]\sum_i w_i\le0 .$$

The left side is positive, so this is a contradiction, and `linarith` closes it.

## The error bar, and how it is computed

```lean
/-- For Hermitian `H` and injective `V`, every root `z` of the quadratic pencil has an energy
level of `H` within `|Im z|` of `Re z`. -/
theorem root_error_bar {H : Matrix n n ℂ} (hH : H.IsHermitian) {V : Matrix n k ℂ}
    (hV : Function.Injective V.mulVec) {z : ℂ} (hz : (quadPencil H V z).det = 0) :
    ∃ E : ℝ, IsEnergyLevel H E ∧ |E - z.re| ≤ |z.im| := by
  obtain ⟨E, hE, h1, h2⟩ := level_in_interval hH hV hz
    (a := z.re - |z.im|) (b := z.re + |z.im|) (by linarith [abs_nonneg z.im])
    (by nlinarith [sq_abs z.im])
  exact ⟨E, hE, abs_le.mpr ⟨by linarith, by linarith⟩⟩
```

Choose $a=r-|s|$ and $b=r+|s|$. Then $(r-a)(r-b)+s^2=-|s|^2+s^2=0$, so $z$ lies on the edge of the disc, and the previous theorem puts a level in $[r-|s|,\,r+|s|]$. With no trial vectors the empty determinant is $1$ and there are no roots, so $k\ge1$ need not be assumed.

The two moment equations also give the bar a physical meaning: in the normalised state $x/\|x\|$, the mean energy is $\mathrm{Re}\,z$ and the standard deviation of the energy is $|\mathrm{Im}\,z|$.

The theorem does not say which level is found. Two roots may point to the same level, and a level may have no root near it.

In a calculation one forms three $k\times k$ matrices, $S=V^\dagger V$, $A=V^\dagger HV$ and $B=V^\dagger H^2V$. The root condition is $\det(B-2zA+z^2S)=0$, and with $y=zu$ it becomes a linear generalised eigenvalue problem of twice the size:

$$\begin{pmatrix}0&1\\-B&2A\end{pmatrix}\begin{pmatrix}u\\y\end{pmatrix}=z\begin{pmatrix}1&0\\0&S\end{pmatrix}\begin{pmatrix}u\\y\end{pmatrix}.$$

Each computed $z$ is then reported as $\mathrm{Re}\,z\pm|\mathrm{Im}\,z|$. Compared with a Ritz calculation, the extra work lies in the doubled eigenvalue problem and in $B$, whose entries are overlaps of the vectors $H\phi_p$, where $\phi_p$ are the trial vectors. In general $B$ is not obtained by squaring $A$, even when $S=1$.

## Real roots are eigenvalues with an eigenvector in the trial space

```lean
/-- For Hermitian `H` and injective `V`, a real number `E` is a root of the quadratic pencil
exactly when the trial space contains an eigenvector of `H` with eigenvalue `E`. -/
theorem real_root_iff {H : Matrix n n ℂ} (hH : H.IsHermitian) {V : Matrix n k ℂ}
    (hV : Function.Injective V.mulVec) (E : ℝ) :
    (quadPencil H V E).det = 0 ↔
      ∃ u : k → ℂ, V *ᵥ u ≠ 0 ∧ H *ᵥ (V *ᵥ u) = (E : ℂ) • (V *ᵥ u) := by
  constructor
  · intro hz
    obtain ⟨u, hx, h0⟩ := exists_trial_of_root H hV hz
    refine ⟨u, hx, ?_⟩
    have hA : (H - (E : ℂ) • (1 : Matrix n n ℂ))ᴴ = H - (E : ℂ) • (1 : Matrix n n ℂ) := by
      rw [Matrix.conjTranspose_sub, Matrix.conjTranspose_smul, Matrix.conjTranspose_one,
        hH.eq, Complex.star_def, Complex.conj_ofReal]
    -- for real E the root condition says that the residual has norm zero
    have hs := Matrix.star_mulVec (H - (E : ℂ) • (1 : Matrix n n ℂ)) (V *ᵥ u)
    rw [hA] at hs
    rw [pow_two, ← Matrix.mulVec_mulVec, Matrix.dotProduct_mulVec, ← hs] at h0
    have hr := dotProduct_star_self_eq_zero.mp h0
    rw [shift_mulVec] at hr
    exact sub_eq_zero.mp hr
  · rintro ⟨u, hx, hu⟩
    have hr : (H - (E : ℂ) • (1 : Matrix n n ℂ)) *ᵥ (V *ᵥ u) = 0 := by
      rw [shift_mulVec, hu, sub_self]
    refine Matrix.exists_mulVec_eq_zero_iff.mp ⟨u, fun h => hx (by rw [h, Matrix.mulVec_zero]), ?_⟩
    rw [quadPencil, ← Matrix.mulVec_mulVec, ← Matrix.mulVec_mulVec, pow_two,
      ← Matrix.mulVec_mulVec, hr, Matrix.mulVec_zero, Matrix.mulVec_zero]
```

For real $E$ the matrix $H-E$ is Hermitian, so a root gives

$$0=x^\dagger(H-E)^2x=\|(H-E)x\|^2 ,$$

and hence $Hx=Ex$ with $x=Vu\neq0$. Conversely, if $(H-E)Vu=0$ with $Vu\neq0$, then $u\neq0$ and the pencil sends $u$ to zero, so its determinant vanishes. The two bullets of the proof are these two directions. A trial space that contains no eigenvector of $H$ therefore has all its roots off the real axis.

## A Ritz value in the middle of a gap

```lean
/-- For `H = diag(c, -c)` and the single trial vector `(1, 1)`, the only Ritz value is `0`
while every level has modulus `|c|`; the roots of the quadratic pencil satisfy `z² = -c²`. -/
theorem ritz_pollution (c : ℝ) :
    let H : Matrix (Fin 2) (Fin 2) ℂ := !![(c : ℂ), 0; 0, -(c : ℂ)]
    let V : Matrix (Fin 2) (Fin 1) ℂ := !![1; 1]
    (∀ z : ℂ, (Vᴴ * (H - z • (1 : Matrix (Fin 2) (Fin 2) ℂ)) * V).det = 0 ↔ z = 0) ∧
    (∀ E : ℝ, IsEnergyLevel H E → |E| = |c|) ∧
    (∀ z : ℂ, (quadPencil H V z).det = 0 ↔ z ^ 2 = -(c : ℂ) ^ 2) := by
  intro H V
  refine ⟨fun z => ?_, ?_, fun z => ?_⟩
  · have h : (Vᴴ * (H - z • (1 : Matrix (Fin 2) (Fin 2) ℂ)) * V).det = -2 * z := by
      simp [H, V, Matrix.mul_apply, Fin.sum_univ_succ, Matrix.one_apply]
      ring
    rw [h]
    simp
  · rintro E ⟨v, hv, hE⟩
    have h0 : (c : ℂ) * v 0 = E * v 0 := by
      simpa [H, Matrix.mulVec, dotProduct, Fin.sum_univ_succ] using congrFun hE 0
    have h1 : -(c : ℂ) * v 1 = E * v 1 := by
      simpa [H, Matrix.mulVec, dotProduct, Fin.sum_univ_succ] using congrFun hE 1
    by_cases hv0 : v 0 = 0
    · have hv1 : v 1 ≠ 0 := fun h => hv (by ext i; fin_cases i <;> simp [hv0, h])
      have h : -c = E := by exact_mod_cast mul_right_cancel₀ hv1 h1
      rw [← h, abs_neg]
    · have h : c = E := by exact_mod_cast mul_right_cancel₀ hv0 h0
      rw [h]
  · have h : (quadPencil H V z).det = 2 * (z ^ 2 + (c : ℂ) ^ 2) := by
      simp [quadPencil, H, V, pow_two, Matrix.mul_apply, Fin.sum_univ_succ, Matrix.one_apply]
      ring
    rw [h, mul_eq_zero, or_iff_right (two_ne_zero), add_eq_zero_iff_eq_neg]

end

end QuadraticProjection
```

Take $H=\mathrm{diag}(c,-c)$, with $\pm c$ as a toy version of the two edges of the gap, and the trial vector $(1,1)$. The two $1\times1$ determinants are

$$(c-z)+(-c-z)=-2z,\qquad (c-z)^2+(-c-z)^2=2(z^2+c^2).$$

For the normalised vector $(1,1)/\sqrt2$ they are $-z$ and $z^2+c^2$, with the same roots. The middle claim follows by comparing components in $Hv=Ev$: whichever component of $v$ is nonzero forces $E=c$ or $E=-c$.

For $c\neq0$ the only Ritz value is $0$, at distance $|c|$ from both levels, and nothing in the number $0$ reveals this. The quadratic roots are $\pm ic$. They have the same real part, but their error bar is $|c|$, which reaches exactly to the levels, so the bound $|\mathrm{Im}\,z|$ is attained.

```lean
#print axioms QuadraticProjection.root_error_bar
#print axioms QuadraticProjection.real_root_iff
#print axioms QuadraticProjection.ritz_pollution
```

```
'QuadraticProjection.root_error_bar' depends on axioms: [propext, Classical.choice, Quot.sound]
'QuadraticProjection.real_root_iff' depends on axioms: [propext, Classical.choice, Quot.sound]
'QuadraticProjection.ritz_pollution' depends on axioms: [propext, Classical.choice, Quot.sound]
```
